# On hydrogen shell \(n\), the scaled Runge–Lenz component \(A_z\) has only integer eigenvalues, at most \(n-1\) in size

If one dipole matrix element of a hydrogen shell and its transposed partner carry the same wrong real factor, the matrix is still Hermitian. Diagonalising it still returns real Stark shifts, and they can look plausible. Without a known spectrum to compare with, the error is easy to miss.

## The bound

Let \(L_a\) be the angular momentum and \(A_a\) the Runge–Lenz vector, scaled to be dimensionless on the shell, with \(\hbar=1\). Directions \(a=0,1,2\) stand for \(x,y,z\) and are counted mod 3. Suppose that these are finite complex matrices with

\[
[L_a,L_{a+1}]=[A_a,A_{a+1}]=iL_{a+2},\qquad
[L_a,A_{a+1}]=[A_a,L_{a+1}]=iA_{a+2},
\]
\[
[L_a,A_a]=0,\qquad \sum_a L_aA_a=0,\qquad \sum_a(L_a^2+A_a^2)=n^2-1 .
\]

Then every eigenvalue of \(A_2=A_z\) is an integer \(k\) with \(|k|\le n-1\).

## Labelling linear Stark levels

For nonrelativistic, spinless hydrogen, to first order in a static field \(F\) and within one shell, the matrix of \(z\) is \(\tfrac32 nA_z\) in atomic units, up to a sign convention. The shifts are then \(\tfrac32 nFk\). A code that labels them by an integer \(k\) relies on the eigenvalues being integers, and the bound limits the labels to \(|k|\le n-1\). Dividing the computed \(z\) matrix by \(3n/2\) and looking for integer eigenvalues is a necessary test, though not a sufficient one.

## From ladder operators to integers

Put \(J_a=(L_a+A_a)/2\). Adding the four commutators gives

\[
[J_a,J_{a+1}]=\tfrac14(2iL_{a+2}+2iA_{a+2})=iJ_{a+2}.
\]

Since \(L_a\) and \(A_a\) commute, \(\sum_a A_aL_a=0\) too, so \(\sum_a J_a^2=(n^2-1)/4\).

Let \(v\ne0\) satisfy \((L_2+A_2)v=\kappa v\), so that \(J_2v=\tfrac{\kappa}{2}v\). With \(R=J_0+iJ_1\),

\[
[J_2,R]=R,\qquad (J_0-iJ_1)R+J_2^2+J_2=\tfrac{n^2-1}{4}.
\]

Each nonzero \(R^jv\) has \(J_2\)-eigenvalue \(\kappa/2+j\). Finite dimension allows only finitely many eigenvalues, so there is a last nonzero vector \(R^pv\). The second identity applied to it gives

\[
(\tfrac{\kappa}{2}+p)(\tfrac{\kappa}{2}+p+1)=\tfrac{n^2-1}{4}
\quad\Longrightarrow\quad \kappa+2p+1=\pm n .
\]

The triple \((J_0,-J_1,-J_2)\) obeys the same relations, so lowering gives \(-\kappa+2q+1=\pm n\) for some natural \(q\). Adding the two equations makes \(p+q+1\) equal to \(n\), \(0\) or \(-n\). It is positive, so \(p+q+1=n\) and \(\kappa=q-p\).

Replacing \(A\) by \(-A\) preserves all the relations, so \(L_2-A_2\) obeys the same rule. Now let \(\mu\) be an eigenvalue of \(A_2\). Its eigenspace is invariant under the commuting matrix \(L_2\), and therefore contains a joint eigenvector, with \(L_2\)-eigenvalue \(m\), say. Then

\[
m+\mu=q-p,\qquad m-\mu=q'-p',\qquad p+q=p'+q'=n-1 .
\]

Subtracting and halving gives \(\mu=p'-p\). Both numbers lie between \(0\) and \(n-1\), so \(|\mu|\le n-1\).

## The Lean file

```lean
import Mathlib

open Matrix Complex

namespace HydrogenStark

variable {ι : Type*} [Fintype ι] [DecidableEq ι]

/-- Angular momentum `L` and scaled Runge-Lenz vector `A` on the hydrogen shell `n`: the so(4)
commutation relations, written cyclically in the directions 0, 1, 2 (mod 3), together with
`L·A = 0` and `L² + A² = n² - 1`. -/
structure Shell (n : ℕ) (L A : Fin 3 → Matrix ι ι ℂ) : Prop where
  LL : ∀ a, L a * L (a + 1) - L (a + 1) * L a = I • L (a + 2)
  LA : ∀ a, L a * A (a + 1) - A (a + 1) * L a = I • A (a + 2)
  AL : ∀ a, A a * L (a + 1) - L (a + 1) * A a = I • A (a + 2)
  comm : ∀ a, L a * A a = A a * L a
  AA : ∀ a, A a * A (a + 1) - A (a + 1) * A a = I • L (a + 2)
  orth : ∑ a, L a * A a = 0
  casimir : ∑ a, (L a * L a + A a * A a) = ((n : ℂ) ^ 2 - 1) • (1 : Matrix ι ι ℂ)

/-- If `X, Y, Z` is an su(2) triple of matrices with Casimir `c`, and `m` is an eigenvalue of `Z`,
then `(m + p)(m + p + 1) = c` for some natural number `p`. -/
theorem raising_ends {X Y Z : Matrix ι ι ℂ} {c m : ℂ} {v : ι → ℂ}
    (hxy : X * Y - Y * X = I • Z) (hyz : Y * Z - Z * Y = I • X)
    (hzx : Z * X - X * Z = I • Y) (hC : X * X + Y * Y + Z * Z = c • (1 : Matrix ι ι ℂ))
    (hv : v ≠ 0) (hm : Z *ᵥ v = m • v) :
    ∃ p : ℕ, (m + p) * (m + p + 1) = c := by
  have hI : ∀ M : Matrix ι ι ℂ, I • I • M = -M := fun M => by
    rw [smul_smul, I_mul_I, neg_one_smul]
  have h1 : I • (X * Y - Y * X) = -Z := by rw [hxy, hI]
  have h2 : I • (Y * Z - Z * Y) = -X := by rw [hyz, hI]
  have h3 := hI (Y * Y)
  obtain ⟨R, hR⟩ : ∃ R, R = X + I • Y := ⟨_, rfl⟩
  have hZR : Z * R = R * Z + R := by
    rw [hR]
    simp only [mul_add, add_mul, smul_mul_assoc, mul_smul_comm]
    linear_combination (norm := module) hzx - h2
  have hfac : (X - I • Y) * R + Z * Z + Z = c • (1 : Matrix ι ι ℂ) := by
    rw [hR]
    simp only [mul_add, sub_mul, smul_mul_assoc, mul_smul_comm]
    linear_combination (norm := module) hC + h1 - h3
  have hs : ∀ k : ℕ, R ^ (k + 1) *ᵥ v = R *ᵥ (R ^ k *ᵥ v) := fun k => by
    rw [pow_succ', Matrix.mulVec_mulVec]
  -- each application of `R` raises the eigenvalue by one
  have hZ : ∀ k : ℕ, Z *ᵥ (R ^ k *ᵥ v) = (m + k) • (R ^ k *ᵥ v) := by
    intro k
    induction k with
    | zero => simp [hm]
    | succ k ih =>
      rw [hs, Matrix.mulVec_mulVec, hZR, Matrix.add_mulVec, ← Matrix.mulVec_mulVec, ih,
        Matrix.mulVec_smul]
      push_cast
      module
  by_contra hno
  push Not at hno
  have hne : ∀ k : ℕ, R ^ k *ᵥ v ≠ 0 := by
    intro k
    induction k with
    | zero => simpa using hv
    | succ k ih =>
      intro h0
      rw [hs] at h0
      have h := congrArg (fun M => M *ᵥ (R ^ k *ᵥ v)) hfac
      simp only [Matrix.add_mulVec] at h
      rw [← Matrix.mulVec_mulVec, h0, Matrix.mulVec_zero, ← Matrix.mulVec_mulVec, hZ,
        Matrix.mulVec_smul, hZ, Matrix.smul_mulVec, Matrix.one_mulVec] at h
      have h' : ((m + k) * (m + k + 1) - c) • (R ^ k *ᵥ v) = 0 := by
        linear_combination (norm := module) h
      exact hno k (sub_eq_zero.1 ((smul_eq_zero.1 h').resolve_right ih))
  -- infinitely many distinct eigenvalues do not fit into finite dimension
  have hli := Module.End.eigenvectors_linearIndependent' (Matrix.mulVecLin Z)
    (fun k : ℕ => m + (k : ℂ)) (fun a b hab => by simpa using hab)
    (fun k => R ^ k *ᵥ v) (fun k => ⟨Module.End.mem_eigenspace_iff.2 (hZ k), hne k⟩)
  have := hli.finite
  exact not_finite ℕ

/-- On shell `n`, every eigenvalue of `L_z + A_z` is `q - p` with naturals `p + q + 1 = n`. -/
theorem Shell.sum_projection {n : ℕ} {L A : Fin 3 → Matrix ι ι ℂ} (h : Shell n L A)
    {κ : ℂ} {v : ι → ℂ} (hv : v ≠ 0) (hκ : (L 2 + A 2) *ᵥ v = κ • v) :
    ∃ p q : ℕ, p + q + 1 = n ∧ κ = (q : ℂ) - p := by
  obtain ⟨J, hJ⟩ : ∃ J : Fin 3 → Matrix ι ι ℂ, ∀ a, J a = (1 / 2 : ℂ) • (L a + A a) :=
    ⟨_, fun _ => rfl⟩
  have key : ∀ a, J a * J (a + 1) - J (a + 1) * J a = I • J (a + 2) := fun a => by
    simp only [hJ, smul_mul_assoc, mul_smul_comm, mul_add, add_mul]
    linear_combination (norm := module) (1 / 4 : ℂ) • (h.LL a + h.LA a + h.AL a + h.AA a)
  have hxy : J 0 * J 1 - J 1 * J 0 = I • J 2 := key 0
  have hyz : J 1 * J 2 - J 2 * J 1 = I • J 0 := key 1
  have hzx : J 2 * J 0 - J 0 * J 2 = I • J 1 := key 2
  have ho := h.orth
  have hc := h.casimir
  rw [Fin.sum_univ_three] at ho hc
  have hC : J 0 * J 0 + J 1 * J 1 + J 2 * J 2
      = (((n : ℂ) ^ 2 - 1) / 4) • (1 : Matrix ι ι ℂ) := by
    simp only [hJ, smul_mul_assoc, mul_smul_comm, mul_add, add_mul]
    linear_combination (norm := module)
      (1 / 4 : ℂ) • (hc + (2 : ℂ) • ho - (h.comm 0 + h.comm 1 + h.comm 2))
  have hm : J 2 *ᵥ v = (1 / 2 * κ) • v := by rw [hJ, Matrix.smul_mulVec, hκ, smul_smul]
  obtain ⟨p, hp⟩ := raising_ends hxy hyz hzx hC hv hm
  -- lowering is raising for the rotated triple `(J_x, -J_y, -J_z)`
  obtain ⟨q, hq⟩ := raising_ends (X := J 0) (Y := -J 1) (Z := -J 2) (m := -(1 / 2 * κ))
    (by linear_combination (norm := (simp only [mul_neg, neg_mul]; module)) -hxy)
    (by linear_combination (norm := (simp only [mul_neg, neg_mul]; module)) hyz)
    (by linear_combination (norm := (simp only [mul_neg, neg_mul]; module)) -hzx)
    (by simpa only [neg_mul_neg] using hC) hv (by rw [Matrix.neg_mulVec, hm, neg_smul])
  have hp' : (κ + 2 * p + 1 - n) * (κ + 2 * p + 1 + n) = 0 := by linear_combination 4 * hp
  have hq' : (-κ + 2 * q + 1 - n) * (-κ + 2 * q + 1 + n) = 0 := by linear_combination 4 * hq
  have h0 : ∀ k : ℕ, (p : ℂ) + q + 1 + k ≠ 0 := fun k hk => by
    have : p + q + 1 + k = 0 := by exact_mod_cast hk
    omega
  rcases mul_eq_zero.1 hp' with a | a <;> rcases mul_eq_zero.1 hq' with b | b
  · have hn : (p : ℂ) + q + 1 = n := by linear_combination (a + b) / 2
    exact ⟨p, q, by exact_mod_cast hn, by linear_combination (a - b) / 2⟩
  · exact absurd (by push_cast; linear_combination (a + b) / 2) (h0 0)
  · exact absurd (by push_cast; linear_combination (a + b) / 2) (h0 0)
  · exact absurd (by linear_combination (a + b) / 2) (h0 n)

/-- The shell relations are unchanged when the Runge-Lenz vector is reversed. -/
theorem Shell.reverse {n : ℕ} {L A : Fin 3 → Matrix ι ι ℂ} (h : Shell n L A) :
    Shell n L (fun a => -A a) where
  LL := h.LL
  LA a := by linear_combination (norm := (simp only [mul_neg, neg_mul]; module)) -(h.LA a)
  AL a := by linear_combination (norm := (simp only [mul_neg, neg_mul]; module)) -(h.AL a)
  comm a := by simp only [mul_neg, neg_mul, h.comm a]
  AA a := by simpa only [neg_mul_neg] using h.AA a
  orth := by simp only [mul_neg, Finset.sum_neg_distrib, h.orth, neg_zero]
  casimir := by simpa only [neg_mul_neg] using h.casimir

omit [DecidableEq ι] in
/-- If `B` and `C` commute, every eigenvalue of `B` has an eigenvector that is also an
eigenvector of `C`. -/
theorem joint_eigenvector {B C : Matrix ι ι ℂ} (hBC : B * C = C * B) {μ : ℂ} {v : ι → ℂ}
    (hv : v ≠ 0) (hB : B *ᵥ v = μ • v) :
    ∃ (ν : ℂ) (w : ι → ℂ), w ≠ 0 ∧ B *ᵥ w = μ • w ∧ C *ᵥ w = ν • w := by
  let E := Module.End.eigenspace (Matrix.mulVecLin B) μ
  have hE : ∀ x, x ∈ E ↔ B *ᵥ x = μ • x := fun x => Module.End.mem_eigenspace_iff
  have : Nontrivial E := ⟨⟨⟨v, (hE v).2 hB⟩, 0, fun h => hv (congrArg Subtype.val h)⟩⟩
  have hinv : ∀ x ∈ E, Matrix.mulVecLin C x ∈ E := by
    intro x hx
    rw [hE] at hx ⊢
    rw [Matrix.mulVecLin_apply, Matrix.mulVec_mulVec, hBC, ← Matrix.mulVec_mulVec, hx,
      Matrix.mulVec_smul]
  obtain ⟨ν, hν⟩ := Module.End.exists_eigenvalue ((Matrix.mulVecLin C).restrict hinv)
  obtain ⟨w, hw⟩ := hν.exists_hasEigenvector
  exact ⟨ν, w, fun h => hw.2 (Subtype.ext h), (hE w).1 w.2,
    congrArg Subtype.val hw.apply_eq_smul⟩

/-- On shell `n`, every eigenvalue of `A_z` is an integer `k` with `|k| ≤ n - 1`. -/
theorem Shell.eigenvalue_Az {n : ℕ} {L A : Fin 3 → Matrix ι ι ℂ} (h : Shell n L A)
    {μ : ℂ} {v : ι → ℂ} (hv : v ≠ 0) (hA : A 2 *ᵥ v = μ • v) :
    ∃ k : ℤ, μ = k ∧ |k| ≤ (n : ℤ) - 1 := by
  obtain ⟨m, w, hw, hAw, hLw⟩ := joint_eigenvector (h.comm 2).symm hv hA
  -- `A_z` is half the difference of `L_z + A_z` and `L_z - A_z`
  obtain ⟨p, q, hn, h1⟩ := h.sum_projection (κ := m + μ) hw
    (by rw [Matrix.add_mulVec, hAw, hLw, add_smul])
  obtain ⟨p', q', hn', h2⟩ := h.reverse.sum_projection (κ := m - μ) hw
    (by rw [Matrix.add_mulVec, Matrix.neg_mulVec, hAw, hLw, sub_smul, sub_eq_add_neg])
  have e : (p : ℂ) + q = p' + q' := by
    have : p + q = p' + q' := by omega
    exact_mod_cast this
  refine ⟨(p' : ℤ) - p, ?_, abs_le.2 ⟨by omega, by omega⟩⟩
  push_cast
  linear_combination (h1 - h2 + e) / 2

/-- Rotation generators on the basis 2s, 2p_x, 2p_y, 2p_z, as integer matrices. -/
def rot (a : Fin 3) : Matrix (Fin 4) (Fin 4) ℤ :=
  Matrix.single (a + 2).succ (a + 1).succ 1 - Matrix.single (a + 1).succ (a + 2).succ 1

/-- The integer matrix that exchanges 2s with the 2p orbital along direction `a` and sends the other
two 2p orbitals to zero. -/
def mix (a : Fin 3) : Matrix (Fin 4) (Fin 4) ℤ :=
  Matrix.single 0 a.succ 1 + Matrix.single a.succ 0 1

/-- An integer matrix read as a complex matrix. -/
noncomputable def toC : Matrix (Fin 4) (Fin 4) ℤ →+* Matrix (Fin 4) (Fin 4) ℂ :=
  (Int.castRingHom ℂ).mapMatrix

/-- The matrices `L_a = i rot_a` and `A_a = mix_a` satisfy the relations of shell `n = 2`. -/
theorem shell_witness : Shell 2 (fun a => I • toC (rot a)) (fun a => toC (mix a)) := by
  -- the relations are checked on integer matrices and then carried over to ℂ
  have h1 : ∀ a, rot a * rot (a + 1) - rot (a + 1) * rot a = rot (a + 2) := by decide +kernel
  have h2 : ∀ a, rot a * mix (a + 1) - mix (a + 1) * rot a = mix (a + 2) := by decide +kernel
  have h3 : ∀ a, mix a * rot (a + 1) - rot (a + 1) * mix a = mix (a + 2) := by decide +kernel
  have h4 : ∀ a, mix a * mix (a + 1) - mix (a + 1) * mix a = -rot (a + 2) := by
    decide +kernel
  have h5 : ∀ a, rot a * mix a = 0 := by decide +kernel
  have h6 : ∀ a, mix a * rot a = 0 := by decide +kernel
  have h7 : ∑ a, (mix a * mix a - rot a * rot a) = (3 : ℤ) • 1 := by decide +kernel
  refine ⟨fun a => ?_, fun a => ?_, fun a => ?_, fun a => ?_, fun a => ?_, ?_, ?_⟩
  · simp only [smul_mul_assoc, mul_smul_comm, ← smul_sub, ← map_mul toC, ← map_sub toC, h1]
  · simp only [smul_mul_assoc, mul_smul_comm, ← smul_sub, ← map_mul toC, ← map_sub toC, h2]
  · simp only [smul_mul_assoc, mul_smul_comm, ← smul_sub, ← map_mul toC, ← map_sub toC, h3]
  · simp only [smul_mul_assoc, mul_smul_comm, ← map_mul toC, h5, h6]
  · simp only [← map_mul toC, ← map_sub toC, h4, map_neg, smul_smul, I_mul_I, neg_one_smul]
  · simp only [smul_mul_assoc, ← map_mul toC, h5, map_zero, smul_zero, Finset.sum_const_zero]
  · have h := congrArg toC h7
    simp only [map_sub, map_mul, map_sum, map_zsmul, map_one] at h
    simp only [smul_mul_assoc, mul_smul_comm, smul_smul, I_mul_I, neg_one_smul,
      neg_add_eq_sub]
    rw [h, ← Int.cast_smul_eq_zsmul ℂ]
    congr 1
    norm_num

end HydrogenStark
```

```lean
#print axioms HydrogenStark.Shell.eigenvalue_Az
```

```
'HydrogenStark.Shell.eigenvalue_Az' depends on axioms: [propext, Classical.choice, Quot.sound]
```

## What is assumed, what is proved

`Shell n L A` collects the relations above, and the finite type `ι` indexes the basis. `Shell.eigenvalue_Az` takes a nonzero `v` with `A 2 *ᵥ v = μ • v` and returns the integer. Hermiticity is not assumed: `μ` starts as a complex number.

`raising_ends` is the ladder argument. `hZR` and `hfac` are its two identities, and linear independence of eigenvectors supplies the contradiction if the ladder never stops. `Shell.sum_projection` builds \(J\) and treats the four sign cases, `Shell.reverse` flips \(A\), and `joint_eigenvector` finds the common vector. `linear_combination` does the algebra.

`shell_witness` checks explicit \(n=2\) matrices in the basis \(2s,2p_x,2p_y,2p_z\). There \(A_z\) exchanges \(2s\) and \(2p_z\), so \((2s\pm2p_z)/\sqrt2\) have eigenvalues \(\pm1\) and attain the bound.

The commutators between \(L\) and \(A\) matter. Without them, the \(1\times1\) matrices \(L=0\), \(A=(0,0,\sqrt3)\) satisfy everything else for \(n=2\), yet \(\sqrt3\) is neither an integer nor at most \(1\).

The relations are taken as given, not derived from the Coulomb Hamiltonian, and the link between \(z\) and \(A_z\) is physics input. Multiplicities, coupling between shells and fine structure are not treated. Floating-point matrices in general satisfy the relations only approximately, and the theorem supplies no error estimate for them.
